# The pair energy of a finite cosine potential is half the weighted sum of $|\rho_G|^2 - N$

A Monte Carlo program for electrons in a periodic cell can keep a table of density modes, one complex number per wavevector, and read the reciprocal-space part of the interaction energy from it. For $N$ particles at positions $r_j$ the density mode at wavevector $G$ is $\rho_G=\sum_j e^{i\langle G,r_j\rangle}$. With a finite set $S$ of wavevectors and real weights $v(G)$, the energy is read off through

$$\sum_{G\in S} v(G)\left(|\rho_G|^2-N\right)=2\sum_{i<j}\sum_{G\in S}v(G)\cos\langle G,r_i-r_j\rangle .$$

The left side takes about $N|S|$ plane waves to evaluate, where the right side takes $N(N-1)|S|/2$ cosines. The identity concerns fixed classical positions and a finite cosine sum. In a simulation of the electron gas it therefore covers the truncated reciprocal-space part of the potential energy, not the kinetic energy or the limit of infinitely many wavevectors.

## Positions, plane waves and the pair energy

Positions and wavevectors both lie in a real inner product space `E`. Ordinary space is the case `EuclideanSpace ℝ (Fin 3)`, but no dimension is fixed. Particles are labelled by `Fin N`, that is, by $0,\dots,N-1$.

In Lean 4 with Mathlib:

```lean
import Mathlib

open scoped ComplexConjugate

namespace PeriodicPairEnergy

noncomputable section

variable {E : Type*} [NormedAddCommGroup E] [InnerProductSpace ℝ E] {N : ℕ}
```

A plane wave is $e^{i\langle G,x\rangle}$, with a plus sign in the exponent and any factor $2\pi$ contained in $G$.

```lean
/-- The plane wave `exp(i⟨G, x⟩)` with wavevector `G` at the point `x`. -/
def planeWave (G x : E) : ℂ := Complex.exp (((inner ℝ G x : ℝ) : ℂ) * Complex.I)
```

The density mode adds the plane waves of all particles, without a factor $1/N$ or $1/\sqrt N$. A configuration is a function `r : Fin N → E`.

```lean
/-- The density mode `ρ_G = ∑ j, exp(i⟨G, r j⟩)` of `N` particles at positions `r j`. -/
def densityMode (r : Fin N → E) (G : E) : ℂ := ∑ j, planeWave G (r j)
```

The pair potential is

$$\phi(x)=\sum_{G\in S}v(G)\cos\langle G,x\rangle .$$

When $S$ contains $-G$ along with each $G$ and $v(-G)=v(G)$, the weights are the Fourier coefficients of $\phi$. For the long-range part of the Coulomb repulsion in an Ewald splitting, in atomic units, they are $v(G)=\frac{4\pi}{\Omega|G|^2}e^{-|G|^2/4\alpha^2}$ for $G\neq0$, with cell volume $\Omega$ and splitting parameter $\alpha$. In the code `v` is an arbitrary real function, and only its values on `S` matter.

```lean
/-- The pair potential with Fourier weights `v G` on the finite set `S` of wavevectors. -/
def pairPotential (S : Finset E) (v : E → ℝ) (x : E) : ℝ :=
  ∑ G ∈ S, v G * Real.cos (inner ℝ G x)
```

The pair energy is $U=\sum_{i<j}\phi(r_i-r_j)$. It counts each pair once and is defined without reference to $\rho_G$.

```lean
/-- The pair energy: the pair potential summed over all pairs `i < j`. -/
def pairEnergy (S : Finset E) (v : E → ℝ) (r : Fin N → E) : ℝ :=
  ∑ i, ∑ j with i < j, pairPotential S v (r i - r j)
```

## Periodicity under cell translations

Let $L$ be a translation with $\langle G,L\rangle=2\pi n_G$ for an integer $n_G$, for each $G\in S$. This is the condition that links reciprocal-lattice vectors to the translations of the cell. Then

$$\cos\langle G,x+L\rangle=\cos(\langle G,x\rangle+2\pi n_G)=\cos\langle G,x\rangle ,$$

and $\phi(x+L)=\phi(x)$ follows term by term. The hypothesis `hL` supplies the integers. It is needed only here: the energy identity holds for any finite set of wavevectors.

```lean
/-- The pair potential is unchanged by a translation `L` for which every `⟨G, L⟩` with `G` in `S`
is an integer multiple of `2π`. -/
theorem pairPotential_periodic (S : Finset E) (v : E → ℝ) (L x : E)
    (hL : ∀ G ∈ S, ∃ n : ℤ, inner ℝ G L = (n : ℝ) * (2 * Real.pi)) :
    pairPotential S v (x + L) = pairPotential S v x := by
  unfold pairPotential
  refine Finset.sum_congr rfl fun G hG => ?_
  obtain ⟨n, hn⟩ := hL G hG
  rw [inner_add_right, hn, Real.cos_add_int_mul_two_pi]
```

## From a double sum to pairs

Let $f_{ij}=f_{ji}$. Each ordered pair $(i,j)$ satisfies exactly one of $i=j$, $i<j$ and $j<i$. By symmetry the last group has the same sum as the second, so

$$\sum_{i,j}f_{ij}=\sum_i f_{ii}+2\sum_{i<j}f_{ij}.$$

In the proof, `h` writes $f_{ij}$ as three terms, one for each case, and `hs` exchanges the order of summation to identify the two triangles.

```lean
/-- A symmetric double sum over particles is its diagonal plus twice the sum over pairs
`i < j`. -/
theorem sum_symmetric (f : Fin N → Fin N → ℝ) (hf : ∀ i j, f i j = f j i) :
    ∑ i, ∑ j, f i j = ∑ i, f i i + 2 * ∑ i, ∑ j with i < j, f i j := by
  have h : ∀ i j, f i j = (if i = j then f i j else 0) + (if i < j then f i j else 0)
      + (if j < i then f j i else 0) := by
    intro i j
    rcases lt_trichotomy i j with h | h | h
    · simp [h, h.ne, not_lt_of_ge h.le]
    · subst h
      simp
    · simp [h, h.ne', not_lt_of_ge h.le, hf i j]
  -- the two triangles carry the same sum
  have hs : ∑ i, ∑ j, (if j < i then f j i else 0)
      = ∑ i, ∑ j, (if i < j then f i j else 0) := Finset.sum_comm
  calc ∑ i, ∑ j, f i j
      = ∑ i, ∑ j, ((if i = j then f i j else 0) + (if i < j then f i j else 0)
          + (if j < i then f j i else 0)) :=
        Finset.sum_congr rfl fun i _ => Finset.sum_congr rfl fun j _ => h i j
    _ = ∑ i, f i i + 2 * ∑ i, ∑ j with i < j, f i j := by
        simp only [Finset.sum_add_distrib, Finset.sum_filter, Finset.sum_ite_eq,
          Finset.mem_univ, if_true]
        rw [hs]
        ring
```

## The squared modulus of a density mode

Write $\theta_j=\langle G,r_j\rangle$. The real and imaginary parts of $\rho_G$ are $\sum_j\cos\theta_j$ and $\sum_j\sin\theta_j$, hence

$$|\rho_G|^2=\sum_{i,j}(\cos\theta_i\cos\theta_j+\sin\theta_i\sin\theta_j)=\sum_{i,j}\cos(\theta_i-\theta_j).$$

The summand is symmetric because the cosine is even, and each of the $N$ diagonal terms is $\cos0=1$. The previous step then gives

$$|\rho_G|^2=N+2\sum_{i<j}\cos\langle G,r_i-r_j\rangle .$$

The inner `h` is the double sum of cosines, obtained with `Real.cos_sub`; the rest applies `sum_symmetric`.

```lean
/-- The squared modulus of a density mode is `N` plus twice the sum of `cos⟨G, r i - r j⟩` over
pairs. -/
theorem sq_norm_densityMode (r : Fin N → E) (G : E) :
    ‖densityMode r G‖ ^ 2
      = N + 2 * ∑ i, ∑ j with i < j, Real.cos (inner ℝ G (r i - r j)) := by
  -- the square is a double sum of cosines
  have h : ‖densityMode r G‖ ^ 2 = ∑ i, ∑ j, Real.cos (inner ℝ G (r i - r j)) := by
    rw [Complex.sq_norm, Complex.normSq_apply]
    simp only [densityMode, planeWave, Complex.re_sum, Complex.im_sum,
      Complex.exp_ofReal_mul_I_re, Complex.exp_ofReal_mul_I_im, Finset.sum_mul_sum,
      ← Finset.sum_add_distrib, inner_sub_right, Real.cos_sub]
  rw [h, sum_symmetric]
  · simp
  · intro i j
    rw [← neg_sub (r j) (r i), inner_neg_right, Real.cos_neg]
```

## The energy identity

Subtract $N$, multiply by $v(G)$ and sum over $S$:

$$\sum_{G\in S}v(G)(|\rho_G|^2-N)=2\sum_{G\in S}v(G)\sum_{i<j}\cos\langle G,r_i-r_j\rangle=2U.$$

The last equality exchanges finite sums, which is the content of `h` below.

The subtracted $N$ removes the terms $i=j$, each worth $\phi(0)$. For a periodic potential, $\phi(0)$ also contains the interaction of a particle with its own images. An Ewald energy that counts this interaction adds it back as a constant, along with the short-range part and any background terms. The set `S` may contain $G=0$, which contributes $v(0)(N^2-N)$ to the left side; for electrons in a neutralising background this term is left out.

```lean
/-- The weighted sum of `|ρ_G|² - N` over wavevectors is twice the pair energy. -/
theorem sum_densityMode_eq_pairEnergy (S : Finset E) (v : E → ℝ) (r : Fin N → E) :
    ∑ G ∈ S, v G * (‖densityMode r G‖ ^ 2 - N) = 2 * pairEnergy S v r := by
  -- exchange the sums over pairs and over wavevectors
  have h : pairEnergy S v r
      = ∑ G ∈ S, v G * ∑ i, ∑ j with i < j, Real.cos (inner ℝ G (r i - r j)) := by
    unfold pairEnergy pairPotential
    simp_rw [Finset.mul_sum]
    rw [Finset.sum_comm (s := S)]
    exact Finset.sum_congr rfl fun i _ => Finset.sum_comm
  rw [h, Finset.mul_sum]
  refine Finset.sum_congr rfl fun G _ => ?_
  rw [sq_norm_densityMode]
  ring
```

## Moving one particle

Let particle $k$ move from $r_k$ to $x$. Only its own plane wave changes:

$$\rho_G'=\rho_G-e^{i\langle G,r_k\rangle}+e^{i\langle G,x\rangle}.$$

The new configuration is `Function.update r k x`. The proof separates the term $k$ from the old and the new sum and observes that the remaining terms agree.

```lean
/-- Moving particle `k` to `x` replaces its plane wave in the density mode by the one at `x`. -/
theorem densityMode_update (r : Fin N → E) (k : Fin N) (x G : E) :
    densityMode (Function.update r k x) G
      = densityMode r G - planeWave G (r k) + planeWave G x := by
  have h1 := Finset.add_sum_erase Finset.univ
    (fun j => planeWave G (Function.update r k x j)) (Finset.mem_univ k)
  have h2 := Finset.add_sum_erase Finset.univ
    (fun j => planeWave G (r j)) (Finset.mem_univ k)
  have h3 : ∑ j ∈ Finset.univ.erase k, planeWave G (Function.update r k x j)
      = ∑ j ∈ Finset.univ.erase k, planeWave G (r j) :=
    Finset.sum_congr rfl fun j hj => by
      rw [Function.update_of_ne (Finset.ne_of_mem_erase hj)]
  simp only [Function.update_self] at h1
  unfold densityMode
  linear_combination h2 - h1 + h3
```

For the energy change, set $A_G=\rho_G-e^{i\langle G,r_k\rangle}$, the density mode of the other particles, and abbreviate $u=e^{i\langle G,r_k\rangle}$ and $w=e^{i\langle G,x\rangle}$. Then

$$|A_G+w|^2-|A_G+u|^2=2\,\mathrm{Re}\left[\overline{A_G}\,(w-u)\right]+|w|^2-|u|^2 ,$$

and the last two terms cancel because both plane waves have modulus one. Applying the energy identity before and after the move and halving the difference gives

$$\Delta U=\sum_{G\in S}v(G)\,\mathrm{Re}\left[\overline{A_G}\,\left(e^{i\langle G,x\rangle}-e^{i\langle G,r_k\rangle}\right)\right].$$

In the proof `hw` states the unit modulus, `h1` and `h2` are the two uses of the identity, and `h3` is the expansion above, summed over $S$.

```lean
/-- The change of the pair energy when particle `k` moves to `x` is a single sum over wavevectors,
built from the density modes of the other particles. -/
theorem pairEnergy_update (S : Finset E) (v : E → ℝ) (r : Fin N → E) (k : Fin N) (x : E) :
    pairEnergy S v (Function.update r k x) - pairEnergy S v r
      = ∑ G ∈ S, v G * (conj (densityMode r G - planeWave G (r k))
          * (planeWave G x - planeWave G (r k))).re := by
  have hw : ∀ G y : E, (planeWave G y).re * (planeWave G y).re
      + (planeWave G y).im * (planeWave G y).im = 1 := by
    intro G y
    rw [← Complex.normSq_apply, ← Complex.sq_norm, planeWave, Complex.norm_exp_ofReal_mul_I]
    norm_num
  have h1 := sum_densityMode_eq_pairEnergy S v (Function.update r k x)
  have h2 := sum_densityMode_eq_pairEnergy S v r
  have h3 : ∑ G ∈ S, v G * (‖densityMode (Function.update r k x) G‖ ^ 2 - N)
      - ∑ G ∈ S, v G * (‖densityMode r G‖ ^ 2 - N)
      = 2 * ∑ G ∈ S, v G * (conj (densityMode r G - planeWave G (r k))
          * (planeWave G x - planeWave G (r k))).re := by
    rw [← Finset.sum_sub_distrib, Finset.mul_sum]
    refine Finset.sum_congr rfl fun G _ => ?_
    rw [densityMode_update]
    simp only [Complex.sq_norm, Complex.normSq_apply, Complex.add_re, Complex.add_im,
      Complex.sub_re, Complex.sub_im, Complex.mul_re, Complex.conj_re, Complex.conj_im]
    -- both plane waves have modulus one
    linear_combination v G * (hw G x - hw G (r k))
  linarith
```

In a program this is one loop over the stored wavevectors. For each $G$ it computes $d_G=e^{i\langle G,x\rangle}-e^{i\langle G,r_k\rangle}$ and adds $v(G)\,\mathrm{Re}[\overline{A_G}\,d_G]$ to the energy change. If the move is accepted, $d_G$ is added to the stored $\rho_G$; if it is rejected, the table stays as it is. The work per move grows with $|S|$ and not with $N$ at fixed $S$. Rounding errors accumulate in the table, so it is sensible to recompute it from the positions now and then. When $S$ contains $-G$ along with each $G$ and $v(G)=v(-G)$, the loop can run over one member of each pair $\pm G$ with doubled weight.

In classical Metropolis sampling $\Delta U$ enters the acceptance probability. In variational Monte Carlo, where moves are accepted according to $|\Psi|^2$, the same loop updates the reciprocal-space part of the potential energy, and it also serves a Jastrow exponent that is a weighted sum of $|\rho_G|^2$.

## A lower bound on the pair energy

Moving the constant term to the other side of the identity gives

$$\sum_{G\in S}v(G)|\rho_G|^2=2U+N\sum_{G\in S}v(G).$$

```lean
/-- The weighted sum of `|ρ_G|²` is twice the pair energy plus `N` times the total weight. -/
theorem sum_sq_norm_densityMode (S : Finset E) (v : E → ℝ) (r : Fin N → E) :
    ∑ G ∈ S, v G * ‖densityMode r G‖ ^ 2 = 2 * pairEnergy S v r + N * ∑ G ∈ S, v G := by
  have h := sum_densityMode_eq_pairEnergy S v r
  simp only [mul_sub, Finset.sum_sub_distrib, ← Finset.sum_mul] at h
  linarith
```

If all weights on $S$ are nonnegative, as they are for the Coulomb repulsion between electrons, the left side is nonnegative and

$$U\ge-\frac N2\sum_{G\in S}v(G).$$

The bound holds for every configuration, including those with coinciding particles, since $\phi$ is finite everywhere.

```lean
/-- For nonnegative weights the pair energy is at least `-N/2` times the total weight. -/
theorem pairEnergy_lower_bound (S : Finset E) (v : E → ℝ) (r : Fin N → E)
    (hv : ∀ G ∈ S, 0 ≤ v G) :
    -((N : ℝ) / 2) * ∑ G ∈ S, v G ≤ pairEnergy S v r := by
  have h := sum_sq_norm_densityMode S v r
  have h0 : 0 ≤ ∑ G ∈ S, v G * ‖densityMode r G‖ ^ 2 :=
    Finset.sum_nonneg fun G hG => mul_nonneg (hv G hG) (sq_nonneg _)
  linarith
```

If the weights are strictly positive, equality means that a sum of nonnegative terms $v(G)|\rho_G|^2$ vanishes. Every term is then zero, and so is every $\rho_G$ with $G\in S$. Conversely, if these modes all vanish, so does the sum, and the bound is attained. Physically, such a configuration has no density modulation at any wavevector in $S$.

The theorem characterises equality but does not say that a suitable configuration exists. A single particle has $|\rho_G|=1$ and never attains the bound when $S$ is nonempty. Two particles attain it for $S=\{G\}$ when $\langle G,r_0-r_1\rangle=\pi$, because their plane waves then cancel.

```lean
/-- For positive weights the pair energy equals `-N/2` times the total weight exactly when every
density mode with wavevector in `S` vanishes. -/
theorem pairEnergy_eq_lower_bound_iff (S : Finset E) (v : E → ℝ) (r : Fin N → E)
    (hv : ∀ G ∈ S, 0 < v G) :
    pairEnergy S v r = -((N : ℝ) / 2) * ∑ G ∈ S, v G ↔ ∀ G ∈ S, densityMode r G = 0 := by
  have h := sum_sq_norm_densityMode S v r
  have h0 : ∀ G ∈ S, 0 ≤ v G * ‖densityMode r G‖ ^ 2 :=
    fun G hG => mul_nonneg (hv G hG).le (sq_nonneg _)
  constructor
  · intro he G hG
    have hsum : ∑ G ∈ S, v G * ‖densityMode r G‖ ^ 2 = 0 := by linarith
    -- a vanishing sum of nonnegative terms vanishes term by term
    have hz := (Finset.sum_eq_zero_iff_of_nonneg h0).1 hsum G hG
    simpa [(hv G hG).ne'] using hz
  · intro hz
    have hsum : ∑ G ∈ S, v G * ‖densityMode r G‖ ^ 2 = 0 :=
      Finset.sum_eq_zero fun G hG => by simp [hz G hG]
    linarith

end

end PeriodicPairEnergy
```

```lean
#print axioms PeriodicPairEnergy.sum_densityMode_eq_pairEnergy
-- 'PeriodicPairEnergy.sum_densityMode_eq_pairEnergy' depends on axioms: [propext, Classical.choice, Quot.sound]
#print axioms PeriodicPairEnergy.pairEnergy_update
-- 'PeriodicPairEnergy.pairEnergy_update' depends on axioms: [propext, Classical.choice, Quot.sound]
#print axioms PeriodicPairEnergy.pairEnergy_lower_bound
-- 'PeriodicPairEnergy.pairEnergy_lower_bound' depends on axioms: [propext, Classical.choice, Quot.sound]
#print axioms PeriodicPairEnergy.pairEnergy_eq_lower_bound_iff
-- 'PeriodicPairEnergy.pairEnergy_eq_lower_bound_iff' depends on axioms: [propext, Classical.choice, Quot.sound]
```
